# As a uniform stiffness vanishes, the static permittivity of a harmonic lattice diverges exactly when a soft mode is polar

The static permittivity of a harmonic lattice is supposed to diverge at an instability exactly when a soft mode is polar. My phonon calculation gives two modes that reach zero frequency together. In one basis both carry charge; after I rotate the pair, one carries all of it and the other none. Which of them is "the polar soft mode", and which charge sets the strength of the divergence?

## The soft subspace has one charge, whatever its basis

Neither mode matters on its own. What counts is the projection of the charge vector onto the whole soft subspace. Let \(D\) be the real positive semidefinite force-constant matrix at the instability, \(z\) the vector of charges that couple the displacements to a field along one chosen direction, \(e\) the electronic background (usually written \(\varepsilon_\infty\)), and \(s>0\) a stiffness added equally to every mode. With

\[
\varepsilon(s)=e+z^T(D+sI)^{-1}z
\]

and \(P\) the orthogonal projection onto \(\ker D\),

\[
s\,\varepsilon(s)\to\|Pz\|^2\quad\text{as } s\downarrow 0,
\]

and \(\varepsilon(s)\to+\infty\) exactly when some \(v\) with \(Dv=0\) has \(z\cdot v\neq0\), that is, when a soft mode is polar along that direction.

For example, take \(D=\mathrm{diag}(0,0,2)\) and \(z=(3,4,2)\). Then \(\varepsilon(s)=e+25/s+4/(2+s)\). The soft charges are 3 and 4 in the given basis, and 5 and 0 after a rotation; the sum of squares is 25 in both.

## From the response equation to the Curie law

**Splitting the charges.** Write \(p=Pz\), so \(Dp=0\). If \(v\) is orthogonal to every vector \(Dx\), choose \(x=Dv\). Symmetry gives \(0=v\cdot D(Dv)=Dv\cdot Dv\), so \(Dv=0\). Hence \((\operatorname{range}D)^\perp\subseteq\ker D\), and taking complements, \((\ker D)^\perp\subseteq\operatorname{range}D\). Since \(z-p\) is orthogonal to \(\ker D\), there is a \(w\) with \(z=p+Dw\).

**Solving for the displacement.** If \((D+sI)v=0\), then \(v\cdot Dv+s\,v\cdot v=0\). Both terms are nonnegative, so \(v=0\) and \(D+sI\) is invertible. Let \(u\) solve \(Du+su=w\). Then

\[
(D+sI)\left(\frac{p}{s}+Du\right)=p+D(Du+su)=p+Dw=z.
\]

Now take the product of \(z=p+Dw\) with this displacement. The cross terms vanish because \(Dp=0\), and \(Dw\cdot Du=Dw\cdot(w-su)\). Therefore

\[
\varepsilon(s)=e+\frac{p\cdot p}{s}+w\cdot Dw-s\,u\cdot Dw .
\]

**Bounding the last term.** On one side,
\(u\cdot Dw=Du\cdot Du+s\,u\cdot Du\ge0\). On the other,
\(u\cdot Dw=Du\cdot w=w\cdot w-s\,w\cdot u\), where \(w\cdot u=u\cdot Du+s\,u\cdot u\ge0\). So \(0\le u\cdot Dw\le w\cdot w\), and

\[
e+\frac{p\cdot p}{s}+w\cdot Dw-s\,w\cdot w\le\varepsilon(s)\le e+\frac{p\cdot p}{s}+w\cdot Dw .
\]

**Taking the limits.** Multiplied by \(s\), both bounds tend to \(p\cdot p=\|Pz\|^2\). If \(p=0\), the unmultiplied bounds give the finite limit \(e+w\cdot Dw\).

**Deciding divergence.** Suppose a soft \(v\) has \(z\cdot v\ne0\). Then \(p\neq0\), since otherwise \(z\cdot v=Dw\cdot v=w\cdot Dv=0\). Dividing the Curie law by \(s\) gives \(\varepsilon(s)\to+\infty\). If there is no such \(v\), then \(p\), being soft itself, satisfies \(0=z\cdot p=p\cdot p+Dw\cdot p=p\cdot p\). So \(p=0\) and the limit is finite.

**Introducing temperature.** Setting \(s=a(T-T_c)\) with \(a>0\) gives \((T-T_c)\,\varepsilon\to\|Pz\|^2/a\) as \(T\downarrow T_c\), which is the Curie constant. The number \(a\) is the rate at which heating stiffens the lattice.

## Where the projection enters a phonon calculation

A zone-centre calculation supplies force constants at fixed macroscopic field and Born effective charges. For one field direction and mass-weighted coordinates, \(z_i=Z_i^*/\sqrt{M_i\,\epsilon_0V}\), with \(Z_i^*\) the effective charge of coordinate \(i\), \(M_i\) its mass, \(\epsilon_0\) the vacuum permittivity and \(V\) the cell volume. Diagonalising \(D\) gives orthonormal eigenvectors \(q_m\) and squared frequencies \(\omega_m^2\), and the lattice contribution at fixed strain is \(\sum_m (z\cdot q_m)^2/(\omega_m^2+s)\). Adding \((z\cdot q_m)^2\) over all modes with \(\omega_m=0\) gives \(\|Pz\|^2\). Uniform translations are among these modes, but they add nothing when the effective charges sum to zero.

This bears on static permittivities computed near a ferroelectric instability, within a finite harmonic model whose modes all stiffen equally.

## How the Lean statements express the physics

The finite type `n` labels displacement coordinates. `D.PosSemidef` includes symmetry and says that no displacement lowers the harmonic energy. `softModes D` is the kernel of `D` as a subspace of Euclidean space, and `softPart D z` is \(Pz\). The conversions `WithLp.toLp 2` and `.ofLp` pass between a list of components and a Euclidean vector, so the norm in `curie_law` is the ordinary length.

`permittivity D z e s` is one diagonal component of the relative permittivity, with unit and volume factors absorbed into `z`. The background `e` may be any real number. The filter `𝓝[>] 0` means that \(s\) approaches zero from above, where the inverse exists, and `atTop` means \(+\infty\). In `diverges_iff_polar`, the condition `z ⬝ᵥ v ≠ 0` already excludes the zero vector.

Temperature enters through the assumption that heating adds \(a(T-T_c)I\) to \(D\). `curie_weiss` takes that form as given; it does not derive it from anharmonicity, and in a crystal the soft branch usually shifts far more than the others.

## What each lemma contributes

`reciprocity` is the symmetry \(a\cdot Db=b\cdot Da\), used whenever \(D\) moves across a dot product. `soft_decomposition` produces \(z=p+Dw\); its inner claim `hR` is the choice \(x=Dv\) above.

`permittivity_bounds` carries the main calculation. `hdet` gives invertibility, `hM` checks the proposed displacement, and `hval` is the exact formula for \(\varepsilon(s)\). Then `h8` and `h9` are the two bounds on \(u\cdot Dw\).

`curie_law` multiplies the bounds by \(s\) and applies the squeeze theorem, while `nonpolar_limit` squeezes them directly with \(p=0\). In `diverges_iff_polar`, one direction contradicts that finite limit, and the other multiplies the positive Curie limit by \(1/s\to+\infty\). `curie_weiss` composes the Curie law with \(s=a(T-T_c)\) and divides by \(a\).

```lean
import Mathlib

open Matrix Filter Topology

namespace SoftModeCurieLaw

noncomputable section

variable {n : Type*} [Fintype n]

/-- The soft modes of a force-constant matrix `D`: the displacements that feel no
restoring force. -/
def softModes (D : Matrix n n ℝ) : Submodule ℝ (EuclideanSpace ℝ n) where
  carrier := {v | D *ᵥ v.ofLp = 0}
  add_mem' := by
    intro a b ha hb
    simp_all [Matrix.mulVec_add]
  zero_mem' := by simp
  smul_mem' := by
    intro c v hv
    simp_all [Matrix.mulVec_smul]

/-- The orthogonal projection of the mode-charge vector `z` onto the soft modes of `D`. -/
def softPart (D : Matrix n n ℝ) (z : n → ℝ) : EuclideanSpace ℝ n :=
  (softModes D).starProjection (WithLp.toLp 2 z)

/-- The inner product of Euclidean space is the dot product of the components. -/
theorem inner_eq_dot (x y : EuclideanSpace ℝ n) :
    inner ℝ x y = x.ofLp ⬝ᵥ y.ofLp := by
  simp [PiLp.inner_apply, dotProduct, mul_comm]

/-- Reciprocity: for a positive semidefinite force-constant matrix the coupling energy of
two displacements does not depend on their order. -/
theorem reciprocity {D : Matrix n n ℝ} (hD : D.PosSemidef) (a b : n → ℝ) :
    a ⬝ᵥ (D *ᵥ b) = b ⬝ᵥ (D *ᵥ a) := by
  have h : Dᵀ = D := by
    rw [← Matrix.conjTranspose_eq_transpose_of_trivial]
    exact hD.isHermitian
  rw [Matrix.dotProduct_mulVec, ← Matrix.mulVec_transpose, h, dotProduct_comm]

/-- For positive semidefinite `D`, the charge vector is the sum of its soft part, on which `D`
vanishes, and a vector of the form `D w` for some displacement `w`. -/
theorem soft_decomposition {D : Matrix n n ℝ} (hD : D.PosSemidef) (z : n → ℝ) :
    D *ᵥ (softPart D z).ofLp = 0 ∧ ∃ w, z = (softPart D z).ofLp + D *ᵥ w := by
  have hmem : softPart D z ∈ softModes D := Submodule.starProjection_apply_mem _ _
  refine ⟨hmem, ?_⟩
  let f : (n → ℝ) →ₗ[ℝ] EuclideanSpace ℝ n :=
    (WithLp.linearEquiv 2 ℝ (n → ℝ)).symm.toLinearMap ∘ₗ D.mulVecLin
  -- a vector orthogonal to all forces is a soft mode
  have hR : (LinearMap.range f)ᗮ ≤ softModes D := by
    intro v hv
    have h := (Submodule.mem_orthogonal _ _).mp hv (f (D *ᵥ v.ofLp)) ⟨_, rfl⟩
    rw [inner_eq_dot] at h
    have h' : (D *ᵥ (D *ᵥ v.ofLp)) ⬝ᵥ v.ofLp = 0 := h
    rw [dotProduct_comm, reciprocity hD] at h'
    exact dotProduct_self_eq_zero.mp h'
  have hq : WithLp.toLp 2 z - softPart D z ∈ (softModes D)ᗮ :=
    Submodule.sub_starProjection_mem_orthogonal _
  have hq' := Submodule.orthogonal_le hR hq
  rw [Submodule.orthogonal_orthogonal] at hq'
  obtain ⟨w, hw⟩ := hq'
  have h : D *ᵥ w = z - (softPart D z).ofLp := congrArg WithLp.ofLp hw
  exact ⟨w, by rw [h]; abel⟩

variable [DecidableEq n]

/-- The static permittivity `e + zᵀ (D + s I)⁻¹ z` with electronic background `e`, mode
charges `z` and added stiffness `s`; its domain is the `s` for which `D + s I` is
invertible. -/
def permittivity (D : Matrix n n ℝ) (z : n → ℝ) (e s : ℝ) : ℝ :=
  e + z ⬝ᵥ ((D + s • (1 : Matrix n n ℝ))⁻¹ *ᵥ z)

/-- Holding the stiffened lattice at a displacement `v` takes the applied force `D v + s v`. -/
theorem stiffened_mulVec (D : Matrix n n ℝ) (s : ℝ) (v : n → ℝ) :
    (D + s • (1 : Matrix n n ℝ)) *ᵥ v = D *ᵥ v + s • v := by
  simp [Matrix.add_mulVec, Matrix.smul_mulVec]

/-- For positive semidefinite `D` and `s > 0` the permittivity with charges `p + D w`,
where `D p = 0`, equals `e + p·p/s + w·D w` up to a deficit between `0` and `s w·w`. -/
theorem permittivity_bounds {D : Matrix n n ℝ} (hD : D.PosSemidef) {s : ℝ} (hs : 0 < s)
    {p : n → ℝ} (hp : D *ᵥ p = 0) (w : n → ℝ) (e : ℝ) :
    e + p ⬝ᵥ p / s + w ⬝ᵥ (D *ᵥ w) - s * (w ⬝ᵥ w) ≤ permittivity D (p + D *ᵥ w) e s ∧
    permittivity D (p + D *ᵥ w) e s ≤ e + p ⬝ᵥ p / s + w ⬝ᵥ (D *ᵥ w) := by
  have hsq : ∀ v : n → ℝ, 0 ≤ v ⬝ᵥ v := fun v =>
    Finset.sum_nonneg fun i _ => mul_self_nonneg (v i)
  have hpos : ∀ v : n → ℝ, 0 ≤ v ⬝ᵥ (D *ᵥ v) := fun v => by
    simpa using hD.dotProduct_mulVec_nonneg v
  -- the stiffened matrix is invertible
  have hdet : IsUnit (D + s • (1 : Matrix n n ℝ)).det := by
    refine isUnit_iff_ne_zero.mpr fun h => ?_
    obtain ⟨v, hv, h0⟩ := Matrix.exists_mulVec_eq_zero_iff.mpr h
    rw [stiffened_mulVec] at h0
    have h1 : v ⬝ᵥ (D *ᵥ v) + s * (v ⬝ᵥ v) = 0 := by
      rw [← smul_eq_mul, ← dotProduct_smul, ← dotProduct_add, h0, dotProduct_zero]
    have h2 : v ⬝ᵥ v = 0 := by nlinarith [hpos v, hsq v]
    exact hv (dotProduct_self_eq_zero.mp h2)
  obtain ⟨u, hu⟩ : ∃ u, D *ᵥ u + s • u = w :=
    ⟨(D + s • (1 : Matrix n n ℝ))⁻¹ *ᵥ w, by
      rw [← stiffened_mulVec, Matrix.mulVec_mulVec, Matrix.mul_nonsing_inv _ hdet,
        Matrix.one_mulVec]⟩
  have hDu : D *ᵥ u = w - s • u := eq_sub_of_add_eq hu
  have hDw : D *ᵥ w = D *ᵥ (D *ᵥ u) + s • (D *ᵥ u) := by
    rw [← hu, Matrix.mulVec_add, Matrix.mulVec_smul]
  -- the displacement induced by the charges `p + D w`
  have hM : (D + s • (1 : Matrix n n ℝ)) *ᵥ (s⁻¹ • p + D *ᵥ u) = p + D *ᵥ w := by
    rw [stiffened_mulVec, hDw, Matrix.mulVec_add, Matrix.mulVec_smul, hp, smul_zero,
      zero_add, smul_add, smul_smul, mul_inv_cancel₀ hs.ne', one_smul]
    abel
  have hx : (D + s • (1 : Matrix n n ℝ))⁻¹ *ᵥ (p + D *ᵥ w) = s⁻¹ • p + D *ᵥ u := by
    rw [← hM, Matrix.mulVec_mulVec, Matrix.nonsing_inv_mul _ hdet, Matrix.one_mulVec]
  have h1 : p ⬝ᵥ (D *ᵥ u) = 0 := by rw [reciprocity hD p u, hp, dotProduct_zero]
  have h2 : (D *ᵥ w) ⬝ᵥ p = 0 := by
    rw [dotProduct_comm, reciprocity hD p w, hp, dotProduct_zero]
  have h3 : (D *ᵥ w) ⬝ᵥ (D *ᵥ u) = w ⬝ᵥ (D *ᵥ w) - s * (u ⬝ᵥ (D *ᵥ w)) := by
    rw [hDu, dotProduct_sub, dotProduct_smul, smul_eq_mul, dotProduct_comm (D *ᵥ w) w,
      dotProduct_comm (D *ᵥ w) u]
  have h4 : u ⬝ᵥ (D *ᵥ w) = w ⬝ᵥ w - s * (w ⬝ᵥ u) := by
    rw [reciprocity hD u w, hDu, dotProduct_sub, dotProduct_smul, smul_eq_mul]
  have h5 : w ⬝ᵥ u = u ⬝ᵥ (D *ᵥ u) + s * (u ⬝ᵥ u) := by
    rw [← hu, add_dotProduct, smul_dotProduct, smul_eq_mul, dotProduct_comm (D *ᵥ u) u]
  have h6 : u ⬝ᵥ (D *ᵥ w) = (D *ᵥ u) ⬝ᵥ (D *ᵥ u) + s * (u ⬝ᵥ (D *ᵥ u)) := by
    rw [hDw, dotProduct_add, dotProduct_smul, smul_eq_mul, reciprocity hD u (D *ᵥ u)]
  have hval : permittivity D (p + D *ᵥ w) e s
      = e + p ⬝ᵥ p / s + w ⬝ᵥ (D *ᵥ w) - s * (u ⬝ᵥ (D *ᵥ w)) := by
    unfold permittivity
    rw [hx, add_dotProduct, dotProduct_add, dotProduct_add, dotProduct_smul,
      dotProduct_smul, h1, h2, h3, smul_eq_mul, smul_eq_mul]
    ring
  have h7 : 0 ≤ w ⬝ᵥ u := by
    rw [h5]
    exact add_nonneg (hpos u) (mul_nonneg hs.le (hsq u))
  have h8 : 0 ≤ u ⬝ᵥ (D *ᵥ w) := by
    rw [h6]
    exact add_nonneg (hsq _) (mul_nonneg hs.le (hpos u))
  have h9 : u ⬝ᵥ (D *ᵥ w) ≤ w ⬝ᵥ w := by
    rw [h4]
    linarith [mul_nonneg hs.le h7]
  rw [hval]
  constructor
  · linarith [mul_le_mul_of_nonneg_left h9 hs.le]
  · linarith [mul_nonneg hs.le h8]

/-- Curie law: for positive semidefinite `D`, the added stiffness times the permittivity
tends to the squared length of the soft part of the charges as the stiffness falls to 0. -/
theorem curie_law {D : Matrix n n ℝ} (hD : D.PosSemidef) (z : n → ℝ) (e : ℝ) :
    Tendsto (fun s => s * permittivity D z e s) (𝓝[>] 0) (𝓝 (‖softPart D z‖ ^ 2)) := by
  obtain ⟨hp, w, hz⟩ := soft_decomposition hD z
  rw [← real_inner_self_eq_norm_sq, inner_eq_dot]
  generalize (softPart D z).ofLp = p at hp hz ⊢
  have key : ∀ A B C : ℝ, Tendsto (fun s : ℝ => A + s * (B - s * C)) (𝓝[>] 0) (𝓝 A) := by
    intro A B C
    have h : Continuous (fun s : ℝ => A + s * (B - s * C)) := by fun_prop
    simpa using (h.tendsto 0).mono_left nhdsWithin_le_nhds
  -- squeeze between the two bounds, multiplied by the stiffness
  refine tendsto_of_tendsto_of_tendsto_of_le_of_le'
    (key (p ⬝ᵥ p) (e + w ⬝ᵥ (D *ᵥ w)) (w ⬝ᵥ w))
    (key (p ⬝ᵥ p) (e + w ⬝ᵥ (D *ᵥ w)) 0) ?_ ?_
  all_goals
    filter_upwards [self_mem_nhdsWithin] with s hs
    have hs' : 0 < s := hs
    have hb := permittivity_bounds hD hs' hp w e
    rw [← hz] at hb
    have hA : s * (p ⬝ᵥ p / s) = p ⬝ᵥ p := mul_div_cancel₀ _ hs'.ne'
    have hl := mul_le_mul_of_nonneg_left hb.1 hs'.le
    have hr := mul_le_mul_of_nonneg_left hb.2 hs'.le
    simp only [mul_add, mul_sub] at hl hr ⊢
    linarith

/-- For positive semidefinite `D` and charges of the form `D w`, the permittivity tends to
the finite value `e + w·D w` as the added stiffness falls to 0. -/
theorem nonpolar_limit {D : Matrix n n ℝ} (hD : D.PosSemidef) (w : n → ℝ) (e : ℝ) :
    Tendsto (permittivity D (D *ᵥ w) e) (𝓝[>] 0) (𝓝 (e + w ⬝ᵥ (D *ᵥ w))) := by
  have key : ∀ B C : ℝ, Tendsto (fun s : ℝ => B - s * C) (𝓝[>] 0) (𝓝 B) := by
    intro B C
    have h : Continuous (fun s : ℝ => B - s * C) := by fun_prop
    simpa using (h.tendsto 0).mono_left nhdsWithin_le_nhds
  refine tendsto_of_tendsto_of_tendsto_of_le_of_le'
    (key (e + w ⬝ᵥ (D *ᵥ w)) (w ⬝ᵥ w)) tendsto_const_nhds ?_ ?_
  all_goals
    filter_upwards [self_mem_nhdsWithin] with s hs
    have hb := permittivity_bounds hD hs (Matrix.mulVec_zero D) w e
    simp only [zero_add, zero_dotProduct, zero_div, add_zero] at hb
    linarith [hb.1, hb.2]

/-- For positive semidefinite `D`, the permittivity diverges as the added stiffness falls
to 0 exactly when some soft mode is polar, that is, has nonzero overlap with the charges. -/
theorem diverges_iff_polar {D : Matrix n n ℝ} (hD : D.PosSemidef) (z : n → ℝ) (e : ℝ) :
    Tendsto (permittivity D z e) (𝓝[>] 0) atTop ↔ ∃ v, D *ᵥ v = 0 ∧ z ⬝ᵥ v ≠ 0 := by
  obtain ⟨hp, w, hz⟩ := soft_decomposition hD z
  constructor
  · intro h
    by_contra hno
    -- without a polar soft mode the soft part vanishes and the limit is finite
    generalize (softPart D z).ofLp = p at hp hz
    have h1 : z ⬝ᵥ p = 0 := by_contra fun h' => hno ⟨p, hp, h'⟩
    have h2 : (D *ᵥ w) ⬝ᵥ p = 0 := by
      rw [dotProduct_comm, reciprocity hD p w, hp, dotProduct_zero]
    rw [hz, add_dotProduct, h2, add_zero] at h1
    rw [dotProduct_self_eq_zero.mp h1, zero_add] at hz
    rw [hz] at h
    exact not_tendsto_nhds_of_tendsto_atTop h _ (nonpolar_limit hD w e)
  · rintro ⟨v, hv, hzv⟩
    have hne : softPart D z ≠ 0 := by
      intro h0
      have hz' : z = D *ᵥ w := by
        rw [h0] at hz
        simpa using hz
      apply hzv
      rw [hz', dotProduct_comm, reciprocity hD v w, hv, dotProduct_zero]
    -- divide the Curie law by the vanishing stiffness
    have h := (curie_law hD z e).pos_mul_atTop (pow_pos (norm_pos_iff.mpr hne) 2)
      tendsto_inv_nhdsGT_zero
    refine h.congr' ?_
    filter_upwards [self_mem_nhdsWithin] with s hs
    have hs' : s ≠ 0 := ne_of_gt hs
    field_simp

/-- Curie–Weiss form: if `D` is positive semidefinite and the added stiffness is
`a (T - Tc)` with `a > 0`, then `T - Tc` times the permittivity tends to the squared length
of the soft part of the charges divided by `a`, as `T` falls to `Tc`. -/
theorem curie_weiss {D : Matrix n n ℝ} (hD : D.PosSemidef) (z : n → ℝ) (e Tc : ℝ)
    {a : ℝ} (ha : 0 < a) :
    Tendsto (fun T => (T - Tc) * permittivity D z e (a * (T - Tc))) (𝓝[>] Tc)
      (𝓝 (‖softPart D z‖ ^ 2 / a)) := by
  have hT : Tendsto (fun T : ℝ => a * (T - Tc)) (𝓝[>] Tc) (𝓝[>] 0) := by
    refine tendsto_nhdsWithin_iff.mpr ⟨?_, ?_⟩
    · have h : Continuous (fun T : ℝ => a * (T - Tc)) := by fun_prop
      simpa using (h.tendsto Tc).mono_left nhdsWithin_le_nhds
    · filter_upwards [self_mem_nhdsWithin] with T hT
      exact mul_pos ha (sub_pos.mpr hT)
  refine (((curie_law hD z e).comp hT).div_const a).congr fun T => ?_
  simp only [Function.comp_apply]
  rw [mul_assoc, mul_div_cancel_left₀ _ ha.ne']

end

end SoftModeCurieLaw
```

```lean
#print axioms SoftModeCurieLaw.diverges_iff_polar
#print axioms SoftModeCurieLaw.curie_weiss
```

```
'SoftModeCurieLaw.diverges_iff_polar' depends on axioms: [propext, Classical.choice, Quot.sound]
'SoftModeCurieLaw.curie_weiss' depends on axioms: [propext, Classical.choice, Quot.sound]
```
